# In a model of d + 1 shells with C(d, j) orbitals in shell j, the orbital counts of the first k and the first d + 1 − k shells add up to 2^d

Take shells numbered j = 0 to d, with C(d, j) orbitals in shell j; `orbitals d k` is the number of orbitals in the first k of them. The theorem `orbitals_add_holes` states that, for k ≤ d + 1, the count for the first k shells plus the count for the first d + 1 − k shells is 2^d, the number of orbitals in all d + 1 shells. Both groups start from shell 0, so any shell that lies in both is counted twice. The sum still comes out right because the first d + 1 − k shells hold as many orbitals as the last d + 1 − k, which are the ones left over after the first k. This is a pure count, with no Hamiltonian or energies in it. The proof goes by induction on k: the empty case is the sum of a full row of binomial coefficients, and the step uses the symmetry C(d, d − k) = C(d, k) to trade the last shell of one sum for the next shell of the other.

Lean 4 with Mathlib refuses this proof:

```lean
import Mathlib

open Finset Module

namespace OrbitalsAddHoles

noncomputable section

/-- The sum of the first `k` binomial coefficients of order `d`. -/
def orbitals (d k : ℕ) : ℕ := ∑ j ∈ range k, d.choose j

/-- Particle-hole symmetry of the binomial shells: for `k ≤ d + 1`, the first `k` and the first
`d + 1 - k` shells together hold `2 ^ d` orbitals. -/
theorem orbitals_add_holes (d k : ℕ) (hk : k ≤ d + 1) :
    orbitals d k + orbitals d (d + 1 - k) = 2 ^ d := by
  induction k with
  | zero => simp [orbitals, Nat.sum_range_choose]
  | succ k ih =>
    have h := ih (by omega)
    have hs := Nat.choose_symm (show k ≤ d by omega)
    rw [show d + 1 - k = (d - k) + 1 by omega] at h
    rw [show d + 1 - (k + 1) = d - k by omega]
    unfold orbitals at h ⊢
    rw [sum_range_succ] at h ⊢
    rw [sum_range_succ] at h
    linarith

end

end OrbitalsAddHoles
```

Compiling this gives:

```
Main.lean:25:8: error: Tactic `rewrite` failed: Did not find an occurrence of the pattern
  ∑ x ∈ range (?n + 1), ?f x
in the target expression
  ∑ j ∈ range k, d.choose j + (∑ x ∈ range (d - k), d.choose x + d.choose (d - k)) = 2 ^ d

case succ
d k : ℕ
ih : k ≤ d + 1 → orbitals d k + orbitals d (d + 1 - k) = 2 ^ d
hk : k + 1 ≤ d + 1
h : ∑ j ∈ range k, d.choose j + (∑ x ∈ range (d - k), d.choose x + d.choose (d - k)) = 2 ^ d
hs : d.choose (d - k) = d.choose k
⊢ ∑ x ∈ range k, d.choose x + d.choose k + ∑ j ∈ range (d - k), d.choose j = 2 ^ d
```

The change, after which it compiles:

```diff
@@ -23,5 +23,4 @@
     unfold orbitals at h ⊢
     rw [sum_range_succ] at h ⊢
-    rw [sum_range_succ] at h
     linarith
 
```

Cause. The message says that the second `rw [sum_range_succ] at h` found no sum over a range of the form `?n + 1`. The hypothesis `h` had only one such sum, over `range (d - k + 1)`, and the line before, which rewrites both `h` and the goal, had already split off its last term. What remains in `h` are sums over `range k` and `range (d - k)`. Neither bound is written as a successor, so the lemma does not match, and `rw` fails when it has nothing to rewrite.

The repair deletes the second rewrite. At that point `h` and the goal contain the same two sums and differ, apart from the order of the terms, only in that `h` has `d.choose (d - k)` where the goal has `d.choose k`. The hypothesis `hs` says these are equal, so `linarith` can close the goal from `h` and `hs`.
